# Aitken extrapolation asymptotically only halves the error of the iterates 1/(n+1)

Aitken extrapolation uses three successive iterates to estimate the limit of a sequence, such as the values of one real quantity in a self-consistent iteration. The lemma treats only the explicit real sequence 1/(n+1), n = 0, 1, 2, …, with limit 0, and no Hamiltonian or self-consistency map enters. It states that the ratio of successive errors tends to 1, that every second difference is nonzero, and that the error of the Aitken value divided by that of the first of its three iterates tends to 1/2. The attempt derives closed forms for the iterates and the second difference, then seeks to identify the two ratios with 1 − 1/(n+2) and 1/2 − (1/2)/(n+2), whose limits follow from 1/(n+2) → 0.

An attempt in Lean 4 with a fault in it:

```lean
import Mathlib

open Filter Topology

namespace HarmonicNotAccelerated

noncomputable section

/-- The second difference `x(n+2) - 2 x(n+1) + x(n)` of a sequence of iterates. -/
def secondDiff (x : ℕ → ℝ) (n : ℕ) : ℝ := x (n + 2) - 2 * x (n + 1) + x n

/-- The Aitken value extrapolated from three successive iterates; it is meaningful where the
second difference is nonzero. -/
def aitken (x : ℕ → ℝ) (n : ℕ) : ℝ := x n - (x (n + 1) - x n) ^ 2 / secondDiff x n

/-- The factor by which the error relative to `s` changes in one step; it is meaningful where
`x n ≠ s`. -/
def errorRatio (x : ℕ → ℝ) (s : ℝ) (n : ℕ) : ℝ := (x (n + 1) - s) / (x n - s)

/-- The sequence `1, 1/2, 1/3, ...`. -/
def harmonicSeq (n : ℕ) : ℝ := 1 / ((n : ℝ) + 1)

/-- For the sequence `1/(n+1)` with limit 0, the error ratio tends to 1 and all second differences
are nonzero, but the Aitken error tends to one half of the error of the iterate. -/
theorem harmonic_not_accelerated :
    Tendsto (errorRatio harmonicSeq 0) atTop (𝓝 1) ∧ (∀ n, secondDiff harmonicSeq n ≠ 0) ∧
      Tendsto (fun n => (aitken harmonicSeq n - 0) / (harmonicSeq n - 0)) atTop
        (𝓝 (1 / 2)) := by
  have v0 : ∀ n : ℕ, harmonicSeq n = 1 / ((n : ℝ) + 1) := fun n => rfl
  have v1 : ∀ n : ℕ, harmonicSeq (n + 1) = 1 / ((n : ℝ) + 2) := fun n => by
    unfold harmonicSeq
    push_cast
    ring
  have v2 : ∀ n : ℕ, harmonicSeq (n + 2) = 1 / ((n : ℝ) + 3) := fun n => by
    unfold harmonicSeq
    push_cast
    ring
  have hD : ∀ n : ℕ, secondDiff harmonicSeq n =
      2 / (((n : ℝ) + 1) * ((n : ℝ) + 2) * ((n : ℝ) + 3)) := fun n => by
    rw [secondDiff, v0, v1, v2]
    field_simp <;> ring
  have t : Tendsto (fun n : ℕ => 1 / ((n : ℝ) + 2)) atTop (𝓝 0) :=
    ((tendsto_one_div_add_atTop_nhds_zero_nat (𝕜 := ℝ)).comp
      (tendsto_add_atTop_nat 1)).congr v1
  refine ⟨?_, fun n => ?_, ?_⟩
  · have t1 := t.const_sub 1
    rw [sub_zero] at t1
    refine t1.congr fun n => ?_
    rw [errorRatio, v0, v1, sub_zero, sub_zero]
    field_simp <;> ring
  · rw [hD]
    positivity
  · have t2 := (t.const_mul (1 / 2)).const_sub (1 / 2)
    rw [mul_zero, sub_zero] at t2
    refine t2.congr fun n => ?_
    rw [aitken, hD, v0, v1, sub_zero, sub_zero]
    field_simp <;> ring

end

end HarmonicNotAccelerated
```

Messages:

```
Main.lean:40:28: error: Tactic `rewrite` failed: Did not find an occurrence of the pattern
  harmonicSeq (?n + 2)
in the target expression
  1 / (↑(n + 2) + 1) - 2 * (1 / (↑n + 2)) + harmonicSeq n = 2 / ((↑n + 1) * (↑n + 2) * (↑n + 3))

v0 : ∀ (n : ℕ), harmonicSeq n = 1 / (↑n + 1)
v1 : ∀ (n : ℕ), harmonicSeq (n + 1) = 1 / (↑n + 2)
v2 : ∀ (n : ℕ), harmonicSeq (n + 2) = 1 / (↑n + 3)
n : ℕ
⊢ 1 / (↑(n + 2) + 1) - 2 * (1 / (↑n + 2)) + harmonicSeq n = 2 / ((↑n + 1) * (↑n + 2) * (↑n + 3))
Main.lean:49:24: error: Tactic `rewrite` failed: Did not find an occurrence of the pattern
  harmonicSeq (?n + 1)
in the target expression
  1 - 1 / (↑n + 2) = (1 / (↑(n + 1) + 1) - 0) / (harmonicSeq n - 0)

case refine_1
v0 : ∀ (n : ℕ), harmonicSeq n = 1 / (↑n + 1)
v1 : ∀ (n : ℕ), harmonicSeq (n + 1) = 1 / (↑n + 2)
v2 : ∀ (n : ℕ), harmonicSeq (n + 2) = 1 / (↑n + 3)
hD : ∀ (n : ℕ), secondDiff harmonicSeq n = 2 / ((↑n + 1) * (↑n + 2) * (↑n + 3))
t : Tendsto (fun n => 1 / (↑n + 2)) atTop (𝓝 0)
t1 : Tendsto (fun x => 1 - 1 / (↑x + 2)) atTop (𝓝 1)
n : ℕ
⊢ 1 - 1 / (↑n + 2) = (1 / (↑(n + 1) + 1) - 0) / (harmonicSeq n - 0)
```

What went wrong. Both messages report a `rw` that finds no instance of its pattern, because an earlier rewrite has used up the term it needed. Given without an argument, `v0` has the pattern `harmonicSeq ?n`, which fits any term of the sequence. In `hD` it takes `harmonicSeq (n + 2)`, turning it into `1 / (↑(n + 2) + 1)`; `v1` still succeeds, but `v2` then finds only `harmonicSeq n` left. In the error-ratio goal `v0` likewise takes `harmonicSeq (n + 1)`, so `v1` fails.

The repair writes `v2 n`, `v1 n` and `v0 n`, so that each equation rewrites only its intended term. With the arguments fixed, the changed order is not essential. The Aitken goal keeps its plain `v0, v1`, which drew no error.

Replacing `field_simp <;> ring` by two successive lines is mere tidying: in all three places `field_simp` leaves a goal for `ring` to close.

Fix (accepted with no message):

```diff
@@ -38,6 +38,7 @@
   have hD : ∀ n : ℕ, secondDiff harmonicSeq n =
       2 / (((n : ℝ) + 1) * ((n : ℝ) + 2) * ((n : ℝ) + 3)) := fun n => by
-    rw [secondDiff, v0, v1, v2]
-    field_simp <;> ring
+    rw [secondDiff, v2 n, v1 n, v0 n]
+    field_simp
+    ring
   have t : Tendsto (fun n : ℕ => 1 / ((n : ℝ) + 2)) atTop (𝓝 0) :=
     ((tendsto_one_div_add_atTop_nhds_zero_nat (𝕜 := ℝ)).comp
@@ -47,6 +48,7 @@
     rw [sub_zero] at t1
     refine t1.congr fun n => ?_
-    rw [errorRatio, v0, v1, sub_zero, sub_zero]
-    field_simp <;> ring
+    rw [errorRatio, v1 n, v0 n, sub_zero, sub_zero]
+    field_simp
+    ring
   · rw [hD]
     positivity
@@ -55,5 +57,6 @@
     refine t2.congr fun n => ?_
     rw [aitken, hD, v0, v1, sub_zero, sub_zero]
-    field_simp <;> ring
+    field_simp
+    ring
 
 end
```
